# The relativistic LDA exchange potential changes sign exactly once, at a Fermi momentum between 1.9 mc and 2 mc

## Exchange in a dense electron gas

Near the nucleus of a heavy atom the electron density is high. In the local-density approximation (LDA), each point is treated as part of a uniform electron gas with the local density, and a high density means a large Fermi momentum $k$. Once $k$ is comparable with $mc$, the non-relativistic exchange potential $-k/\pi$ needs a correction. In units where $\hbar = e^2/(4\pi\varepsilon_0) = 1$, with $m$ the electron mass, $c$ the speed of light and $b = k/(mc)$, the relativistic potential is

$$v(k) = -\frac{k}{\pi}\,F(b), \qquad F(b) = \frac{3\,\operatorname{arsinh} b}{2b\sqrt{1+b^2}} - \frac12 .$$

This factor belongs to a gas without spin polarisation, and to exchange through the Coulomb and the retarded transverse interaction together. Does $v$ stay attractive at every density?

## One critical ratio for all masses and speeds of light

For $b>0$, $F$ decreases strictly, from the limit $1$ at $0$ to the limit $-\tfrac12$ at infinity. It has exactly one zero $b_0$, with $1.9 < b_0 < 2$, and the potential is positive exactly when $k > b_0mc$.

In Lean, `potentialFactor` is $F$ and `exchangePotential m c k` is $v(k)$, with all quantities real numbers. The results read as follows:

- `potentialFactor_strictAntiOn` states strict decrease on `Set.Ioi 0`, the positive half-line.
- `potentialFactor_tendsto_zero` and `potentialFactor_tendsto_atTop` give the two limits, the first from the right.
- `potentialFactor_unique_zero` provides $b_0$ in the open interval and says that, for every $b>0$, $F(b)=0$ exactly when $b=b_0$, and $F(b)<0$ exactly when $b>b_0$.
- `exchangePotential_repulsive_iff` chooses $b_0$ before $m$, $c$ and $k$, so one number serves all their positive values.

The restriction to $b>0$ matters: Lean sets division by zero to zero, which makes `potentialFactor 0` equal to $-\tfrac12$ instead of the limit $1$.

"Repulsive" means here that the potential is positive; nothing is said about its gradient. The formula for $F$ enters as a definition and is not derived from the electron gas. For four-component density-functional calculations, the result locates the sign change of this local exchange potential, without correlation or gradient corrections.

## Monotonicity from the rapidity

Put $b = \sinh\theta$ with $\theta>0$. Then $\sqrt{1+b^2} = \cosh\theta$, and since $2\sinh\theta\cosh\theta = \sinh 2\theta$,

$$F(b) + \frac12 = \frac{3\theta}{\sinh 2\theta}.$$

It remains to see that $\sinh x/x$ increases for $x>0$. Let $g(x) = x\cosh x - \sinh x$. Then $g(0)=0$ and $g'(x) = x\sinh x > 0$, so $g(x)>0$. Hence

$$\frac{d}{dx}\,\frac{\sinh x}{x} = \frac{x\cosh x - \sinh x}{x^2} > 0 .$$

With $x = 2\theta$, $F$ decreases strictly in $\theta$, and therefore in $b$, because $\theta = \operatorname{arsinh} b$ increases with $b$.

## The two limits

As $b\to0^+$, $\operatorname{arsinh} b/b \to 1$, the slope of arsinh at the origin, and $\sqrt{1+b^2}\to1$. So $F\to\tfrac32-\tfrac12 = 1$.

For large $b$, the inequality $\sinh t\ge t$ for $t \ge 0$ gives $\operatorname{arsinh} b\le b$, and so

$$0 < \frac{\operatorname{arsinh} b}{b\sqrt{1+b^2}} \le \frac{1}{\sqrt{1+b^2}} \le \frac1b \to 0 ,$$

which leaves $F\to-\tfrac12$.

## Locating the zero

For $b>0$, $F(b)>0$ is the same as $3\operatorname{arsinh} b > b\sqrt{1+b^2}$. Recall that $\operatorname{arsinh} b = \log(b+\sqrt{1+b^2})$, and that $\log 4 = 2\log 2$ lies between $1.386$ and $1.3863$.

At $b=1.9$ the root $\sqrt{4.61}$ lies between $2.1$ and $2.15$. Thus $\operatorname{arsinh} 1.9 \ge \log 4$, and

$$3\operatorname{arsinh} 1.9 > 4.158 > 4.085 = 1.9\cdot 2.15 > 1.9\sqrt{4.61},$$

so $F(1.9)>0$.

At $b=2$ the root $\sqrt5$ lies between $2.23$ and $2.24$. From $\log u\le u-1$ with $u = (2+\sqrt5)/4$,

$$\operatorname{arsinh} 2 \le \log 4 + \frac{2+\sqrt5}{4} - 1 < 1.3863 + 0.06 = 1.4463 .$$

Then $3\operatorname{arsinh} 2 < 4.339 < 4.46 < 2\sqrt5$, so $F(2)<0$.

By continuity there is a zero $b_0$ between $1.9$ and $2$. Strict decrease makes it the only one and gives $F>0$ below it and $F<0$ above it. Since $-k/\pi<0$, $v(k)>0$ holds exactly when $F(k/(mc))<0$, that is, when $k>b_0mc$.

## The Lean file

```lean
import Mathlib

open Filter Topology

namespace RelativisticExchangePotential

noncomputable section

/-- The factor by which relativity multiplies the LDA exchange potential, as a function of
the Fermi momentum `b > 0` in units of `mc`. -/
def potentialFactor (b : ℝ) : ℝ :=
  3 * Real.arsinh b / (2 * b * √(1 + b ^ 2)) - 1 / 2

/-- The relativistic LDA exchange potential of an electron gas with Fermi momentum `k`, for
positive `m`, `c`, `k` and in units where `ħ` and `e²/(4πε₀)` are one: the non-relativistic
potential `-k/π` times the relativistic factor at `k/(mc)`. -/
def exchangePotential (m c k : ℝ) : ℝ :=
  -(k / Real.pi) * potentialFactor (k / (m * c))

/-- In terms of the rapidity `θ` at the Fermi surface, where `b = sinh θ`, the potential factor
plus one half, times `sinh 2θ`, equals `3θ`. -/
theorem potentialFactor_rapidity (θ : ℝ) :
    (potentialFactor (Real.sinh θ) + 1 / 2) * Real.sinh (2 * θ) = 3 * θ := by
  by_cases h0 : θ = 0
  · subst h0
    simp
  · have hs : Real.sinh θ ≠ 0 := fun h => h0 (Real.sinh_eq_zero.1 h)
    have hc : Real.cosh θ ≠ 0 := (Real.cosh_pos θ).ne'
    -- the Fermi energy in units of mc² is cosh θ
    have hr : √(1 + Real.sinh θ ^ 2) = Real.cosh θ := by
      rw [show 1 + Real.sinh θ ^ 2 = Real.cosh θ ^ 2 by linarith [Real.cosh_sq θ],
        Real.sqrt_sq (Real.cosh_pos θ).le]
    unfold potentialFactor
    rw [hr, Real.arsinh_sinh, Real.sinh_two_mul, sub_add_cancel]
    field_simp

/-- For positive `x`, `sinh x` is smaller than `x cosh x`. -/
theorem sinh_lt_mul_cosh {x : ℝ} (hx : 0 < x) : Real.sinh x < x * Real.cosh x := by
  have hd : ∀ t : ℝ, HasDerivAt (fun t : ℝ => t * Real.cosh t - Real.sinh t)
      (t * Real.sinh t) t := fun t =>
    (((hasDerivAt_id' t).fun_mul (Real.hasDerivAt_cosh t)).fun_sub
      (Real.hasDerivAt_sinh t)).congr_deriv (by ring)
  have hm : StrictMonoOn (fun t : ℝ => t * Real.cosh t - Real.sinh t) (Set.Ici 0) := by
    refine strictMonoOn_of_deriv_pos (convex_Ici 0)
      (fun t _ => (hd t).continuousAt.continuousWithinAt) (fun t ht => ?_)
    have ht' : 0 < t := by simpa using ht
    rw [(hd t).deriv]
    exact mul_pos ht' (Real.sinh_pos_iff.2 ht')
  have h := hm (Set.mem_Ici.2 le_rfl) (Set.mem_Ici.2 hx.le) hx
  simpa using h

/-- The ratio `sinh x / x` increases strictly for positive `x`, written without division. -/
theorem mul_sinh_lt_mul_sinh {x y : ℝ} (hx : 0 < x) (hxy : x < y) :
    y * Real.sinh x < x * Real.sinh y := by
  have hy : 0 < y := hx.trans hxy
  have hd : ∀ t : ℝ, 0 < t → HasDerivAt (fun t : ℝ => Real.sinh t / t)
      ((Real.cosh t * t - Real.sinh t * 1) / t ^ 2) t := fun t ht =>
    (Real.hasDerivAt_sinh t).fun_div (hasDerivAt_id' t) ht.ne'
  have hm : StrictMonoOn (fun t : ℝ => Real.sinh t / t) (Set.Ioi 0) := by
    refine strictMonoOn_of_deriv_pos (convex_Ioi 0)
      (fun t ht => (hd t ht).continuousAt.continuousWithinAt) (fun t ht => ?_)
    have ht' : 0 < t := by simpa using ht
    rw [(hd t ht').deriv]
    exact div_pos (by linarith [sinh_lt_mul_cosh ht']) (by positivity)
  have h : Real.sinh x / x < Real.sinh y / y := hm hx hy hxy
  rw [div_lt_iff₀ hx] at h
  have h2 := mul_lt_mul_of_pos_right h hy
  have e : Real.sinh y / y * x * y = x * Real.sinh y := by field_simp
  linarith

/-- The potential factor decreases strictly as the Fermi momentum grows from zero. -/
theorem potentialFactor_strictAntiOn : StrictAntiOn potentialFactor (Set.Ioi 0) := by
  intro a ha b hb hab
  have hθ : 0 < Real.arsinh a := Real.arsinh_pos_iff.2 ha
  have hlt : Real.arsinh a < Real.arsinh b := Real.arsinh_lt_arsinh.2 hab
  have ra := potentialFactor_rapidity (Real.arsinh a)
  have rb := potentialFactor_rapidity (Real.arsinh b)
  rw [Real.sinh_arsinh] at ra rb
  have key := mul_sinh_lt_mul_sinh (x := 2 * Real.arsinh a) (y := 2 * Real.arsinh b)
    (by linarith) (by linarith)
  have hA : 0 < Real.sinh (2 * Real.arsinh a) := Real.sinh_pos_iff.2 (by linarith)
  have hB : 0 < Real.sinh (2 * Real.arsinh b) := Real.sinh_pos_iff.2 (by linarith)
  -- compare the two factors after multiplying by both hyperbolic sines
  have ea : (potentialFactor a + 1 / 2) *
      (Real.sinh (2 * Real.arsinh a) * Real.sinh (2 * Real.arsinh b)) =
      3 * Real.arsinh a * Real.sinh (2 * Real.arsinh b) := by
    linear_combination Real.sinh (2 * Real.arsinh b) * ra
  have eb : (potentialFactor b + 1 / 2) *
      (Real.sinh (2 * Real.arsinh a) * Real.sinh (2 * Real.arsinh b)) =
      3 * Real.arsinh b * Real.sinh (2 * Real.arsinh a) := by
    linear_combination Real.sinh (2 * Real.arsinh a) * rb
  have h := lt_of_mul_lt_mul_right
    (show (potentialFactor b + 1 / 2) * _ < (potentialFactor a + 1 / 2) * _ by
      rw [ea, eb]; linarith) (mul_pos hA hB).le
  linarith

/-- At vanishing Fermi momentum the potential factor tends to one. -/
theorem potentialFactor_tendsto_zero : Tendsto potentialFactor (𝓝[>] 0) (𝓝 1) := by
  have key : potentialFactor =
      fun b => 3 / 2 * (b⁻¹ * Real.arsinh b * (√(1 + b ^ 2))⁻¹) - 1 / 2 := by
    funext b
    unfold potentialFactor
    ring
  -- arsinh has unit slope at the origin
  have h1 : Tendsto (fun t : ℝ => t⁻¹ * Real.arsinh t) (𝓝[≠] 0) (𝓝 1) := by
    simpa using hasDerivAt_iff_tendsto_slope_zero.1 (Real.hasDerivAt_arsinh 0)
  have h2 : Tendsto (fun t : ℝ => (√(1 + t ^ 2))⁻¹) (𝓝 0) (𝓝 1) := by
    have hc : ContinuousAt (fun t : ℝ => (√(1 + t ^ 2))⁻¹) 0 :=
      ContinuousAt.inv₀ (by fun_prop) (by simp)
    simpa using hc.tendsto
  have h1' := h1.mono_left (nhdsWithin_mono (0 : ℝ) (fun t (ht : 0 < t) => ht.ne'))
  have h := ((h1'.mul (h2.mono_left nhdsWithin_le_nhds)).const_mul (3 / 2)).sub_const (1 / 2)
  have e : (3 / 2 * (1 * 1) - 1 / 2 : ℝ) = 1 := by norm_num
  rw [e] at h
  rw [key]
  exact h

/-- At infinite Fermi momentum the potential factor tends to minus one half. -/
theorem potentialFactor_tendsto_atTop : Tendsto potentialFactor atTop (𝓝 (-1 / 2)) := by
  have key : potentialFactor =
      fun b => 3 / 2 * (b⁻¹ * Real.arsinh b * (√(1 + b ^ 2))⁻¹) - 1 / 2 := by
    funext b
    unfold potentialFactor
    ring
  have h0 : Tendsto (fun b : ℝ => b⁻¹ * Real.arsinh b * (√(1 + b ^ 2))⁻¹) atTop (𝓝 0) := by
    refine squeeze_zero' ?_ ?_ tendsto_inv_atTop_zero
    · filter_upwards [eventually_gt_atTop (0 : ℝ)] with t ht
      have := Real.arsinh_pos_iff.2 ht
      positivity
    · filter_upwards [eventually_gt_atTop (0 : ℝ)] with t ht
      have hs : Real.arsinh t ≤ t := by
        have h := Real.self_le_sinh_iff.2 (Real.arsinh_pos_iff.2 ht).le
        rwa [Real.sinh_arsinh] at h
      have h1 : t⁻¹ * Real.arsinh t ≤ 1 := by
        calc t⁻¹ * Real.arsinh t ≤ t⁻¹ * t := by gcongr
          _ = 1 := inv_mul_cancel₀ ht.ne'
      have h2 : (√(1 + t ^ 2))⁻¹ ≤ t⁻¹ :=
        inv_anti₀ ht ((Real.le_sqrt' ht).2 (by linarith))
      calc _ ≤ 1 * t⁻¹ := mul_le_mul h1 h2 (by positivity) zero_le_one
        _ = t⁻¹ := one_mul _
  have h := (h0.const_mul (3 / 2)).sub_const (1 / 2)
  have e : (3 / 2 * 0 - 1 / 2 : ℝ) = -1 / 2 := by norm_num
  rw [e] at h
  rw [key]
  exact h

/-- The potential factor is positive at `b = 1.9` and negative at `b = 2`. -/
theorem potentialFactor_bracket :
    0 < potentialFactor (19 / 10) ∧ potentialFactor 2 < 0 := by
  have l4 : Real.log 4 = 2 * Real.log 2 := by
    rw [show (4 : ℝ) = 2 ^ 2 by norm_num, Real.log_pow]
    norm_num
  have lo := Real.log_two_gt_d9
  have hi := Real.log_two_lt_d9
  constructor
  · have r1 : 21 / 10 < √(1 + (19 / 10 : ℝ) ^ 2) :=
      (Real.lt_sqrt (by norm_num)).2 (by norm_num)
    have r2 : √(1 + (19 / 10 : ℝ) ^ 2) < 215 / 100 :=
      (Real.sqrt_lt' (by norm_num)).2 (by norm_num)
    have hA : Real.log 4 ≤ Real.arsinh (19 / 10) := by
      unfold Real.arsinh
      exact Real.log_le_log (by norm_num) (by linarith)
    unfold potentialFactor
    rw [sub_pos, lt_div_iff₀ (by positivity)]
    linarith
  · have r1 : 223 / 100 < √(1 + (2 : ℝ) ^ 2) :=
      (Real.lt_sqrt (by norm_num)).2 (by norm_num)
    have r2 : √(1 + (2 : ℝ) ^ 2) < 224 / 100 :=
      (Real.sqrt_lt' (by norm_num)).2 (by norm_num)
    have hA : Real.arsinh 2 ≤ Real.log 4 + ((2 + √(1 + (2 : ℝ) ^ 2)) / 4 - 1) := by
      unfold Real.arsinh
      have hp : 0 < 2 + √(1 + (2 : ℝ) ^ 2) := by positivity
      have h := Real.log_le_sub_one_of_pos (div_pos hp (by norm_num : (0 : ℝ) < 4))
      rw [Real.log_div hp.ne' (by norm_num)] at h
      linarith
    unfold potentialFactor
    rw [sub_neg, div_lt_iff₀ (by positivity)]
    linarith

/-- Among positive Fermi momenta the potential factor has exactly one zero `b₀`, it lies between
`1.9` and `2`, and the factor is negative exactly above it. -/
theorem potentialFactor_unique_zero :
    ∃ b₀ ∈ Set.Ioo (19 / 10 : ℝ) 2, ∀ b : ℝ, 0 < b →
      (potentialFactor b = 0 ↔ b = b₀) ∧ (potentialFactor b < 0 ↔ b₀ < b) := by
  have hc : ContinuousOn potentialFactor (Set.Icc (19 / 10) 2) := by
    unfold potentialFactor
    refine ContinuousOn.sub (ContinuousOn.div
      (continuous_const.mul Real.continuous_arsinh).continuousOn (by fun_prop)
      (fun b hb => ?_)) continuousOn_const
    have hb' : 0 < b := by linarith [hb.1]
    positivity
  obtain ⟨b₀, hb₀, h0⟩ := intermediate_value_Ioo' (by norm_num) hc
    ⟨potentialFactor_bracket.2, potentialFactor_bracket.1⟩
  have hpos : 0 < b₀ := by linarith [hb₀.1]
  refine ⟨b₀, hb₀, fun b hb => ?_⟩
  -- strict decrease fixes the sign on either side of the zero
  rcases lt_trichotomy b b₀ with h | h | h
  · have h' := potentialFactor_strictAntiOn hb hpos h
    refine ⟨⟨?_, ?_⟩, ⟨?_, ?_⟩⟩ <;> intro h'' <;> linarith
  · rw [h, h0]
    simp
  · have h' := potentialFactor_strictAntiOn hpos hb h
    refine ⟨⟨?_, ?_⟩, ⟨?_, ?_⟩⟩ <;> intro h'' <;> linarith

/-- There is a critical ratio `b₀` between `1.9` and `2`, a zero of the potential factor, such
that for all positive `m`, `c`, `k` the LDA exchange potential is repulsive exactly when the
Fermi momentum `k` exceeds `b₀ mc`. -/
theorem exchangePotential_repulsive_iff :
    ∃ b₀ ∈ Set.Ioo (19 / 10 : ℝ) 2, potentialFactor b₀ = 0 ∧
      ∀ m c k : ℝ, 0 < m → 0 < c → 0 < k →
        (0 < exchangePotential m c k ↔ b₀ * (m * c) < k) := by
  obtain ⟨b₀, hb₀, h⟩ := potentialFactor_unique_zero
  refine ⟨b₀, hb₀, (h b₀ (by linarith [hb₀.1])).1.2 rfl, fun m c k hm hc hk => ?_⟩
  have hmc : 0 < m * c := mul_pos hm hc
  have hkp : 0 < k / Real.pi := div_pos hk Real.pi_pos
  rw [← lt_div_iff₀ hmc, ← (h (k / (m * c)) (div_pos hk hmc)).2]
  unfold exchangePotential
  -- the non-relativistic potential is negative, so the sign is reversed
  constructor
  · intro hv
    by_contra hn
    have := mul_nonneg hkp.le (not_lt.1 hn)
    linarith
  · intro hF
    exact mul_pos_of_neg_of_neg (neg_lt_zero.2 hkp) hF

end

end RelativisticExchangePotential
```

```lean
#print axioms RelativisticExchangePotential.potentialFactor_tendsto_zero
-- 'RelativisticExchangePotential.potentialFactor_tendsto_zero' depends on axioms: [propext, Classical.choice, Quot.sound]
#print axioms RelativisticExchangePotential.potentialFactor_tendsto_atTop
-- 'RelativisticExchangePotential.potentialFactor_tendsto_atTop' depends on axioms: [propext, Classical.choice, Quot.sound]
#print axioms RelativisticExchangePotential.exchangePotential_repulsive_iff
-- 'RelativisticExchangePotential.exchangePotential_repulsive_iff' depends on axioms: [propext, Classical.choice, Quot.sound]
```

## From the rapidity identity to strict decrease

`potentialFactor_rapidity` states the identity as $(F+\tfrac12)\sinh 2\theta = 3\theta$, which also holds at $\theta=0$. `sinh_lt_mul_cosh` is the inequality $g(x)>0$, and `mul_sinh_lt_mul_sinh` is the growth of $\sinh x/x$ in cross-multiplied form. Both use `strictMonoOn_of_deriv_pos`, which turns a positive derivative into strict increase.

For `potentialFactor_strictAntiOn`, take $0<a<b$. The proof applies the cross-multiplied inequality to $2\operatorname{arsinh} a$ and $2\operatorname{arsinh} b$. It then multiplies $F(a)+\tfrac12$ and $F(b)+\tfrac12$ by both hyperbolic sines, compares the products, and cancels the common positive factor with `lt_of_mul_lt_mul_right`.

## Limits, numerical bounds and the sign

Both limit proofs write $F$ as a product of $b^{-1}\operatorname{arsinh} b$ and $1/\sqrt{1+b^2}$, scaled and shifted. At zero, `hasDerivAt_iff_tendsto_slope_zero` supplies the unit slope; at infinity, `squeeze_zero'` carries out the comparison with $1/b$.

`potentialFactor_bracket` follows the estimates at $1.9$ and $2$, with Mathlib's bounds on $\log 2$; `linarith` does the final comparisons. In `potentialFactor_unique_zero`, `intermediate_value_Ioo'` produces the zero, and `lt_trichotomy` splits into $b$ below, at or above $b_0$, where strict decrease decides the sign.

The last theorem rewrites $b_0mc<k$ first as $b_0<k/(mc)$ and then as $F(k/(mc))<0$. If $F$ is negative, the potential is a product of two negative numbers and so positive. Conversely, if $F$ were non-negative, the potential could not be positive.
